# The Lippmann-Schwinger equation and the T-matrix for finite matrices

## Definitions and conventions

States are complex vectors indexed by a finite set `n`, and operators are complex square matrices on that set. The unperturbed Hamiltonian is $H_0$ (`H0`), the perturbation is $V$, and the full Hamiltonian is $H_0+V$. In Lean `A *ᵥ x` is the matrix $A$ applied to the vector $x$, `c • x` is multiplication by a scalar $c$, and `I` is the imaginary unit $i$.

```lean
import Mathlib

open Matrix
open Complex (I)

namespace LippmannSchwinger

noncomputable section

variable {n : Type*} [Fintype n] [DecidableEq n]
```

For a matrix $H$ and a complex energy $z$ the Green's matrix is $(z-H)^{-1}$, where $z$ stands for $z$ times the unit matrix. Below, $G_0=(z-H_0)^{-1}$ is `green H0 z` and $G=(z-H_0-V)^{-1}$ is `green (H0 + V) z`. Mathlib sets the inverse of a singular matrix to zero, so the theorems either assume or derive that the determinant is a unit, which over $\mathbb C$ means nonzero.

```lean
/-- The Green's matrix (resolvent) `G(z) = (z - H)⁻¹`. -/
def green (H : Matrix n n ℂ) (z : ℂ) : Matrix n n ℂ := (z • (1 : Matrix n n ℂ) - H)⁻¹
```

The T-matrix is defined through the full Green's matrix, $T=V+VGV$.

```lean
/-- The T-matrix `T(z) = V + V G(z) V`, with `G` the Green's matrix of `H0 + V`. -/
def tMatrix (H0 V : Matrix n n ℂ) (z : ℂ) : Matrix n n ℂ := V + V * green (H0 + V) z * V
```

For a vector $\varphi$, an energy $E$ and a real number $\eta$, the scattering state is $\psi=i\eta\,G(E+i\eta)\,\varphi$. No normalisation is imposed on $\varphi$ or $\psi$. For real $E$, a positive $\eta$ is the retarded choice and a negative $\eta$ the advanced one; both signs are allowed throughout. The parameter $\eta$ stays fixed, and no limit $\eta\to0$ is taken.

```lean
/-- The scattering state `ψ = iη G(E + iη) φ`, with `G` the Green's matrix of `H0 + V`. -/
def scatt (H0 V : Matrix n n ℂ) (E : ℂ) (η : ℝ) (φ : n → ℂ) : n → ℂ :=
  (I * η) • green (H0 + V) (E + I * η) *ᵥ φ
```

## The Dyson equation

Write $A=z-H_0$ and $B=z-H_0-V$, both assumed invertible, so that $A-B=V$, $G_0=A^{-1}$ and $G=B^{-1}$. Then

$$G_0(A-B)G=(G_0A)G-G_0(BG)=G-G_0,\qquad G(A-B)G_0=G(AG_0)-(GB)G_0=G-G_0,$$

and therefore

$$G=G_0+G_0VG=G_0+GVG_0 .$$

The theorem `dyson` holds for arbitrary complex matrices and any $z$ at which the hypotheses `h0` ($A$ invertible) and `h1` ($B$ invertible) hold. The auxiliary statements `k1` and `k2` are the two displayed expansions for general matrices with the required one-sided inverse relations, `a1`, `a2`, `b1`, `b2` supply those relations, and `hV` replaces $A-B$ by $V$.

```lean
variable {H0 V H : Matrix n n ℂ} {z E : ℂ} {η : ℝ} {φ : n → ℂ}

/-- The Dyson equation in both orderings, for `z - H0` and `z - H0 - V` invertible: `G = G0 + G0 V G` and `G = G0 + G V G0`. -/
theorem dyson (h0 : IsUnit (z • (1 : Matrix n n ℂ) - H0).det)
    (h1 : IsUnit (z • (1 : Matrix n n ℂ) - (H0 + V)).det) :
    green (H0 + V) z = green H0 z + green H0 z * V * green (H0 + V) z ∧
    green (H0 + V) z = green H0 z + green (H0 + V) z * V * green H0 z := by
  have a1 : green H0 z * (z • 1 - H0) = 1 := nonsing_inv_mul _ h0
  have a2 : (z • 1 - H0) * green H0 z = 1 := mul_nonsing_inv _ h0
  have b1 : green (H0 + V) z * (z • 1 - (H0 + V)) = 1 := nonsing_inv_mul _ h1
  have b2 : (z • 1 - (H0 + V)) * green (H0 + V) z = 1 := mul_nonsing_inv _ h1
  -- V is the difference of the two inverse Green's matrices
  have hV : (z • (1 : Matrix n n ℂ) - H0) - (z • 1 - (H0 + V)) = V := by abel
  have k1 : ∀ A B G0 G : Matrix n n ℂ, G0 * A = 1 → B * G = 1 →
      G = G0 + G0 * (A - B) * G := by
    intro A B G0 G ha hb
    rw [mul_sub, sub_mul, ha, mul_assoc G0 B G, hb, one_mul, mul_one]
    abel
  have k2 : ∀ A B G0 G : Matrix n n ℂ, A * G0 = 1 → G * B = 1 →
      G = G0 + G * (A - B) * G0 := by
    intro A B G0 G ha hb
    rw [mul_sub, sub_mul, hb, mul_assoc G A G0, ha, one_mul, mul_one]
    abel
  have r1 := k1 _ _ _ _ a1 b2
  have r2 := k2 _ _ _ _ a2 b1
  rw [hV] at r1 r2
  exact ⟨r1, r2⟩
```

## The free Green's matrix on an eigenvector

From here until the operator relations, $z=E+i\eta$ and $H_0\varphi=E\varphi$ (hypothesis `hφ`), with $E$ complex. Then $(z-H_0)\varphi=(E+i\eta-E)\varphi=i\eta\varphi$, and applying $G_0$ to both sides gives

$$i\eta\,G_0\varphi=\varphi .$$

In the proof, `h` is the first relation; the last line moves the scalar inside, substitutes `h`, and uses $G_0(z-H_0)=1$.

```lean
/-- If `H0 φ = E φ` and `E + iη - H0` is invertible, then `iη G0(E + iη) φ = φ`. -/
theorem green_eigen (hφ : H0 *ᵥ φ = E • φ)
    (h0 : IsUnit ((E + I * η) • (1 : Matrix n n ℂ) - H0).det) :
    (I * η) • green H0 (E + I * η) *ᵥ φ = φ := by
  have a1 : green H0 (E + I * η) * ((E + I * η) • 1 - H0) = 1 := nonsing_inv_mul _ h0
  have h : ((E + I * η) • (1 : Matrix n n ℂ) - H0) *ᵥ φ = (I * η) • φ := by
    rw [sub_mulVec, Matrix.smul_mulVec, one_mulVec, hφ, add_smul, add_sub_cancel_left]
  rw [← mulVec_smul, ← h, mulVec_mulVec, a1, one_mulVec]
```

## The scattering state

Inserting the second form of the Dyson equation into the definition of $\psi$ gives

$$\psi=i\eta\,G_0\varphi+GV\,(i\eta\,G_0\varphi)=\varphi+GV\varphi .$$

The three steps of the `calc` block are the substitution, the distribution over the sum, and `green_eigen`, which rewrites both occurrences of $i\eta G_0\varphi$.

```lean
/-- For `H0 φ = E φ` and `z - H0`, `z - H0 - V` invertible at `z = E + iη`, the scattering
state in terms of the full Green's matrix is `ψ = φ + G V φ`. -/
theorem scatt_explicit (hφ : H0 *ᵥ φ = E • φ)
    (h0 : IsUnit ((E + I * η) • (1 : Matrix n n ℂ) - H0).det)
    (h1 : IsUnit ((E + I * η) • (1 : Matrix n n ℂ) - (H0 + V)).det) :
    scatt H0 V E η φ = φ + green (H0 + V) (E + I * η) *ᵥ V *ᵥ φ := by
  have hd := (dyson h0 h1).2
  calc scatt H0 V E η φ
      = (I * η) • (green H0 (E + I * η)
          + green (H0 + V) (E + I * η) * V * green H0 (E + I * η)) *ᵥ φ := by
        rw [scatt, ← hd]
    _ = (I * η) • green H0 (E + I * η) *ᵥ φ
          + green (H0 + V) (E + I * η) *ᵥ V *ᵥ ((I * η) • green H0 (E + I * η) *ᵥ φ) := by
        simp only [add_mulVec, smul_add, mulVec_smul, mulVec_mulVec, mul_assoc]
    _ = _ := by rw [green_eigen hφ h0]
```

The first form of the Dyson equation gives instead

$$\psi=i\eta\,G_0\varphi+G_0V\,(i\eta\,G\varphi)=\varphi+G_0V\psi ,$$

which is the Lippmann-Schwinger equation. Applying $V$ to the explicit form $\psi=\varphi+GV\varphi$ gives

$$V\psi=(V+VGV)\varphi=T\varphi .$$

The theorem `lippmann_schwinger` states both equations under three hypotheses: the eigenvalue equation and the invertibility of $z-H_0$ and $z-H_0-V$ at $z=E+i\eta$. Neither matrix needs to be Hermitian. The condition $\eta\neq0$ is absent: at $\eta=0$ the invertibility of $E-H_0$ together with $(E-H_0)\varphi=0$ forces $\varphi=0$, and both equations read $0=0$. In scattering theory the equation is written for a continuous spectrum in the limit $\eta\to0^+$, with outgoing boundary conditions; the theorem is the exact algebraic relation at fixed $\eta$ in finite dimension, where there is no asymptotic region.

```lean
/-- Lippmann-Schwinger equation: for `H0 φ = E φ` and `z - H0`, `z - H0 - V` invertible at
`z = E + iη`, the state `ψ = iη G φ` obeys `ψ = φ + G0 V ψ` and `V ψ = T φ`. -/
theorem lippmann_schwinger (hφ : H0 *ᵥ φ = E • φ)
    (h0 : IsUnit ((E + I * η) • (1 : Matrix n n ℂ) - H0).det)
    (h1 : IsUnit ((E + I * η) • (1 : Matrix n n ℂ) - (H0 + V)).det) :
    scatt H0 V E η φ = φ + green H0 (E + I * η) *ᵥ V *ᵥ scatt H0 V E η φ ∧
    V *ᵥ scatt H0 V E η φ = tMatrix H0 V (E + I * η) *ᵥ φ := by
  constructor
  · have hd := (dyson h0 h1).1
    calc scatt H0 V E η φ
        = (I * η) • (green H0 (E + I * η)
            + green H0 (E + I * η) * V * green (H0 + V) (E + I * η)) *ᵥ φ := by
          rw [scatt, ← hd]
      _ = (I * η) • green H0 (E + I * η) *ᵥ φ + green H0 (E + I * η) *ᵥ V *ᵥ
            ((I * η) • green (H0 + V) (E + I * η) *ᵥ φ) := by
          simp only [add_mulVec, smul_add, mulVec_smul, mulVec_mulVec, mul_assoc]
      _ = _ := by rw [green_eigen hφ h0, scatt]
  · rw [scatt_explicit hφ h0 h1]
    simp only [tMatrix, mulVec_add, add_mulVec, mulVec_mulVec, mul_assoc]
```

## Uniqueness

Let $\chi$ be any vector with $\chi=\varphi+G_0V\chi$, and put $d=\chi-\psi$. Subtracting the two equations gives $d=G_0Vd$. Multiplying by $z-H_0$ gives $(z-H_0)d=Vd$, that is $(z-H_0-V)d=0$, and multiplying by $G$ gives $d=0$. The theorem states an equivalence: $\chi$ solves the equation if and only if $\chi=\psi$. The statement `key` is the argument for the homogeneous equation, with `e1` and `e2` the two intermediate relations, and the final `calc` block is the subtraction.

```lean
/-- For `H0 φ = E φ` and `z - H0`, `z - H0 - V` invertible at `z = E + iη`, a vector `χ` solves
`χ = φ + G0 V χ` exactly when it is the scattering state `iη G φ`. -/
theorem lippmann_schwinger_iff (hφ : H0 *ᵥ φ = E • φ)
    (h0 : IsUnit ((E + I * η) • (1 : Matrix n n ℂ) - H0).det)
    (h1 : IsUnit ((E + I * η) • (1 : Matrix n n ℂ) - (H0 + V)).det) (χ : n → ℂ) :
    χ = φ + green H0 (E + I * η) *ᵥ V *ᵥ χ ↔ χ = scatt H0 V E η φ := by
  have hψ := (lippmann_schwinger hφ h0 h1).1
  refine ⟨fun hχ => ?_, fun h => by rw [h]; exact hψ⟩
  have a2 : ((E + I * η) • 1 - H0) * green H0 (E + I * η) = 1 := mul_nonsing_inv _ h0
  have b1 : green (H0 + V) (E + I * η) * ((E + I * η) • 1 - (H0 + V)) = 1 :=
    nonsing_inv_mul _ h1
  -- the homogeneous equation d = G0 V d means (z - H0 - V) d = 0
  have key : ∀ d : n → ℂ, d = green H0 (E + I * η) *ᵥ V *ᵥ d → d = 0 := by
    intro d hd
    have e1 : ((E + I * η) • (1 : Matrix n n ℂ) - H0) *ᵥ d = V *ᵥ d :=
      calc _ = ((E + I * η) • (1 : Matrix n n ℂ) - H0) *ᵥ green H0 (E + I * η) *ᵥ V *ᵥ d :=
            congrArg _ hd
        _ = V *ᵥ d := by simp only [mulVec_mulVec, ← mul_assoc, a2, one_mul]
    have e2 : ((E + I * η) • (1 : Matrix n n ℂ) - (H0 + V)) *ᵥ d = 0 := by
      rw [← sub_sub, sub_mulVec, e1, sub_self]
    calc d = green (H0 + V) (E + I * η) *ᵥ
            ((E + I * η) • (1 : Matrix n n ℂ) - (H0 + V)) *ᵥ d := by
          rw [mulVec_mulVec, b1, one_mulVec]
      _ = 0 := by rw [e2, mulVec_zero]
  refine sub_eq_zero.mp (key _ ?_)
  calc χ - scatt H0 V E η φ = (φ + green H0 (E + I * η) *ᵥ V *ᵥ χ)
        - (φ + green H0 (E + I * η) *ᵥ V *ᵥ scatt H0 V E η φ) := by rw [← hχ, ← hψ]
    _ = _ := by rw [mulVec_sub, mulVec_sub]; abel
```

## Operator relations of the T-matrix

For any $z$ with both matrices invertible, the first Dyson form gives

$$G_0T=G_0V+G_0VGV=(G_0+G_0VG)V=GV .$$

Substituting $GV=G_0T$ into the definition $T=V+V(GV)$ gives $T=V+VG_0T$, and substituting it into the second Dyson form $G=G_0+(GV)G_0$ gives $G=G_0+G_0TG_0$. In Lean `h` is the relation $G_0T=GV$, with `noncomm_ring` doing the factorisation, and the other two claims are rewritten with `h`. For a non-interacting tight-binding model on a finite lattice with an impurity potential $V$, the last relation expresses the one-particle Green's matrix of the perturbed lattice through that of the clean lattice and $T$.

```lean
/-- Operator relations of the T-matrix, for `z - H0` and `z - H0 - V` invertible:
`G0 T = G V`, `T = V + V G0 T` and
`G = G0 + G0 T G0`. -/
theorem tMatrix_equations (h0 : IsUnit (z • (1 : Matrix n n ℂ) - H0).det)
    (h1 : IsUnit (z • (1 : Matrix n n ℂ) - (H0 + V)).det) :
    green H0 z * tMatrix H0 V z = green (H0 + V) z * V ∧
    tMatrix H0 V z = V + V * green H0 z * tMatrix H0 V z ∧
    green (H0 + V) z = green H0 z + green H0 z * tMatrix H0 V z * green H0 z := by
  obtain ⟨d1, d2⟩ := dyson h0 h1
  have h : green H0 z * tMatrix H0 V z = green (H0 + V) z * V :=
    calc _ = (green H0 z + green H0 z * V * green (H0 + V) z) * V := by
          rw [tMatrix]; noncomm_ring
      _ = _ := by rw [← d1]
  refine ⟨h, ?_, ?_⟩
  · rw [mul_assoc, h, ← mul_assoc, tMatrix]
  · rw [h]; exact d2
```

## Hermitian Hamiltonians

The inner product is $\langle u,w\rangle=\sum_j\overline{u_j}\,w_j$ with $j$ running over `n`, antilinear in the first slot and written `star u ⬝ᵥ w`; the squared norm $\|w\|^2=\sum_j|w_j|^2$ appears as an explicit sum. For Hermitian $H$,

$$\overline{\langle w,Hw\rangle}=\langle Hw,w\rangle=\langle w,Hw\rangle ,$$

so this number is real. Since $\langle w,(z-H)w\rangle=z\|w\|^2-\langle w,Hw\rangle$,

$$\operatorname{Im}\langle w,(z-H)w\rangle=\operatorname{Im}z\;\|w\|^2 .$$

Here `hs` and `him` give the reality of $\langle w,Hw\rangle$, and `hn` identifies $\langle w,w\rangle$ with the real sum.

```lean
/-- For Hermitian `H`, `Im ⟨w, (z - H) w⟩ = Im z · ‖w‖²`. -/
theorem im_form (hH : H.IsHermitian) (z : ℂ) (w : n → ℂ) :
    (star w ⬝ᵥ (z • (1 : Matrix n n ℂ) - H) *ᵥ w).im = z.im * ∑ i, ‖w i‖ ^ 2 := by
  have hs : star (star w ⬝ᵥ H *ᵥ w) = star w ⬝ᵥ H *ᵥ w := by
    rw [← star_dotProduct, star_mulVec, hH.eq, ← dotProduct_mulVec]
  have him : (star w ⬝ᵥ H *ᵥ w).im = 0 := Complex.conj_eq_iff_im.mp hs
  have hn : star w ⬝ᵥ w = ((∑ i, ‖w i‖ ^ 2 : ℝ) : ℂ) := by
    simp [dotProduct, Complex.conj_mul']
  rw [sub_mulVec, Matrix.smul_mulVec, one_mulVec, dotProduct_sub, dotProduct_smul, hn,
    smul_eq_mul, Complex.sub_im, him, Complex.mul_im, Complex.ofReal_re, Complex.ofReal_im]
  ring
```

Suppose $\operatorname{Im}z\neq0$ and $\det(z-H)=0$. Then some $v\neq0$ has $(z-H)v=0$, so $0=\operatorname{Im}z\,\|v\|^2$, hence $\|v\|^2=0$. A sum of nonnegative terms vanishes only if each term does, so $v=0$, a contradiction. The vector $v$ comes from `Matrix.exists_mulVec_eq_zero_iff`, and `hS` is the vanishing sum.

```lean
/-- For Hermitian `H` and `z` off the real axis, `z - H` is invertible. -/
theorem isUnit_of_hermitian (hH : H.IsHermitian) (hz : z.im ≠ 0) :
    IsUnit (z • (1 : Matrix n n ℂ) - H).det := by
  rw [isUnit_iff_ne_zero]
  intro hdet
  obtain ⟨v, hv0, hv⟩ := Matrix.exists_mulVec_eq_zero_iff.mpr hdet
  have h := im_form hH z v
  rw [hv, dotProduct_zero, Complex.zero_im] at h
  have hS : ∑ i, ‖v i‖ ^ 2 = 0 := (mul_eq_zero.mp h.symm).resolve_left hz
  apply hv0
  funext i
  have := (Finset.sum_eq_zero_iff_of_nonneg (fun j _ => sq_nonneg ‖v j‖)).mp hS i
    (Finset.mem_univ i)
  simpa using this
```

Now let $H_0$ and $V$ be Hermitian, $H_0\varphi=\varepsilon\varphi$ with $\varepsilon$ real, $\eta\neq0$ and $z=\varepsilon+i\eta$. Then $\operatorname{Im}z=\eta\neq0$, so $z-H_0$ and $z-H_0-V$ are invertible, and $\psi=\varphi+G_0V\psi$ and $V\psi=T\varphi$ follow with no invertibility assumed. This is where $\eta\neq0$ is used.

A third statement concerns the diagonal element $\langle\varphi,T\varphi\rangle$. The scattered part $w=\psi-\varphi=GV\varphi$ obeys $(z-H_0-V)w=V\varphi$, and $T\varphi=V\varphi+Vw$. The term $\langle\varphi,V\varphi\rangle$ is real. For the other term,

$$\langle\varphi,Vw\rangle=\langle V\varphi,w\rangle=\overline{\langle w,V\varphi\rangle}=\overline{\langle w,(z-H_0-V)w\rangle},$$

whose imaginary part is $-\eta\|w\|^2$. Hence

$$\operatorname{Im}\langle\varphi,T\varphi\rangle=-\eta\,\|\psi-\varphi\|^2 .$$

Both sides are quadratic in $\varphi$, so for $\varphi\neq0$ division by $\|\varphi\|^2$ gives the same relation for the normalised state. The identity has the structure of the optical theorem, a forward matrix element of $T$ against the weight of the scattered wave, but it involves no energy-conserving delta function and no cross section. In the proof `hd`, `hB` and `hT` are the three relations for $w$, `hV0` is `im_form` for $V$ at $z=0$, and `hc` is the displayed chain.

```lean
/-- For Hermitian `H0`, `V`, real `ε` with `H0 φ = ε φ` and `η ≠ 0`: `ψ = φ + G0 V ψ`,
`V ψ = T φ` and `Im ⟨φ, T φ⟩ = -η ‖ψ - φ‖²`. -/
theorem lippmann_schwinger_hermitian {ε : ℝ} (hH0 : H0.IsHermitian) (hV : V.IsHermitian)
    (hη : η ≠ 0) (hφ : H0 *ᵥ φ = (ε : ℂ) • φ) :
    scatt H0 V ε η φ = φ + green H0 (ε + I * η) *ᵥ V *ᵥ scatt H0 V ε η φ ∧
    V *ᵥ scatt H0 V ε η φ = tMatrix H0 V (ε + I * η) *ᵥ φ ∧
    (star φ ⬝ᵥ tMatrix H0 V (ε + I * η) *ᵥ φ).im
      = -η * ∑ i, ‖(scatt H0 V ε η φ - φ) i‖ ^ 2 := by
  have hz : ((ε : ℂ) + I * η).im = η := by simp
  have hz0 : ((ε : ℂ) + I * η).im ≠ 0 := by rw [hz]; exact hη
  have h0 := isUnit_of_hermitian hH0 hz0
  have h1 := isUnit_of_hermitian (hH0.add hV) hz0
  refine ⟨(lippmann_schwinger hφ h0 h1).1, (lippmann_schwinger hφ h0 h1).2, ?_⟩
  have b2 : (((ε : ℂ) + I * η) • 1 - (H0 + V)) * green (H0 + V) (ε + I * η) = 1 :=
    mul_nonsing_inv _ h1
  -- the scattered wave w = G V φ obeys (z - H0 - V) w = V φ
  obtain ⟨w, hw⟩ : ∃ w, w = green (H0 + V) (ε + I * η) *ᵥ V *ᵥ φ := ⟨_, rfl⟩
  have hd : scatt H0 V ε η φ - φ = w := by
    rw [scatt_explicit hφ h0 h1, add_sub_cancel_left, hw]
  have hB : (((ε : ℂ) + I * η) • (1 : Matrix n n ℂ) - (H0 + V)) *ᵥ w = V *ᵥ φ := by
    simp only [hw, mulVec_mulVec, ← mul_assoc, b2, one_mul]
  have hT : tMatrix H0 V (ε + I * η) *ᵥ φ = V *ᵥ φ + V *ᵥ w := by
    simp only [hw, tMatrix, add_mulVec, mulVec_mulVec, mul_assoc]
  have hV0 : (star φ ⬝ᵥ V *ᵥ φ).im = 0 := by
    simpa [neg_mulVec] using im_form hV 0 φ
  have hc : star φ ⬝ᵥ V *ᵥ w
      = star (star w ⬝ᵥ (((ε : ℂ) + I * η) • (1 : Matrix n n ℂ) - (H0 + V)) *ᵥ w) := by
    rw [hB, ← star_dotProduct, star_mulVec, hV.eq, ← dotProduct_mulVec]
  have hs : ∀ a : ℂ, (star a).im = -a.im := fun a => Complex.conj_im a
  rw [hd, hT, dotProduct_add, Complex.add_im, hV0, hc, hs, im_form (hH0.add hV), hz]
  ring
```

## A two-level example

Take two levels with indices 0 and 1, and let $H_0$ be the Pauli matrix $\sigma_z=\operatorname{diag}(1,-1)$.

```lean
/-- The Pauli matrix `σz`. -/
def sigmaZ : Matrix (Fin 2) (Fin 2) ℂ := !![1, 0; 0, -1]
```

Let $V$ be the Pauli matrix $\sigma_x$, which exchanges the two components.

```lean
/-- The Pauli matrix `σx`. -/
def sigmaX : Matrix (Fin 2) (Fin 2) ℂ := !![0, 1; 1, 0]
```

The unit vector $\varphi=(1,0)$ has $H_0\varphi=\varphi$, so $\varepsilon=1$, and $V\varphi=(0,1)\neq0$, so the perturbation acts on it. With $\eta=1$ the energy is $z=1+i$. Both Pauli matrices are Hermitian by inspection of the four entries, and `isUnit_of_hermitian` then gives the invertibility of $z-\sigma_z$ and $z-\sigma_z-\sigma_x$.

```lean
/-- `H0 = σz` and `V = σx` are Hermitian, `φ = (1, 0)` has `H0 φ = φ` and `V φ = (0, 1)`, and
`z - H0`, `z - H0 - V` are invertible at `z = 1 + i`. -/
theorem lippmann_schwinger_witness :
    sigmaZ.IsHermitian ∧ sigmaX.IsHermitian ∧ sigmaZ *ᵥ ![1, 0] = (1 : ℂ) • ![1, 0] ∧
    sigmaX *ᵥ ![1, 0] = ![0, 1] ∧
    IsUnit ((1 + I) • (1 : Matrix (Fin 2) (Fin 2) ℂ) - sigmaZ).det ∧
    IsUnit ((1 + I) • (1 : Matrix (Fin 2) (Fin 2) ℂ) - (sigmaZ + sigmaX)).det := by
  have hZ : sigmaZ.IsHermitian :=
    Matrix.IsHermitian.ext fun i j => by fin_cases i <;> fin_cases j <;> simp [sigmaZ]
  have hX : sigmaX.IsHermitian :=
    Matrix.IsHermitian.ext fun i j => by fin_cases i <;> fin_cases j <;> simp [sigmaX]
  refine ⟨hZ, hX, ?_, ?_, isUnit_of_hermitian hZ (by simp),
    isUnit_of_hermitian (hZ.add hX) (by simp)⟩
  · ext i; fin_cases i <;> simp [sigmaZ, mulVec, dotProduct, Fin.sum_univ_two]
  · ext i; fin_cases i <;> simp [sigmaX, mulVec, dotProduct, Fin.sum_univ_two]

end

end LippmannSchwinger
```

```lean
#print axioms LippmannSchwinger.lippmann_schwinger
#print axioms LippmannSchwinger.lippmann_schwinger_iff
#print axioms LippmannSchwinger.tMatrix_equations
#print axioms LippmannSchwinger.lippmann_schwinger_hermitian
```

```
'LippmannSchwinger.lippmann_schwinger' depends on axioms: [propext, Classical.choice, Quot.sound]
'LippmannSchwinger.lippmann_schwinger_iff' depends on axioms: [propext, Classical.choice, Quot.sound]
'LippmannSchwinger.tMatrix_equations' depends on axioms: [propext, Classical.choice, Quot.sound]
'LippmannSchwinger.lippmann_schwinger_hermitian' depends on axioms: [propext, Classical.choice, Quot.sound]
```

## Explicit values and computation

The numbers and remarks from here on were worked out on paper and have not been through Lean. In the two-level example,

$$G_0=\operatorname{diag}\!\Big(-i,\ \frac{2-i}{5}\Big),\qquad G=\frac{1}{-2+2i}\begin{pmatrix}2+i&1\\1&i\end{pmatrix},\qquad \psi=iG\varphi=\frac14\,(3-i,\ 1-i).$$

Then $V\psi=\frac14(1-i,\ 3-i)$ and $G_0V\psi=\frac14(-1-i,\ 1-i)=\psi-\varphi$. The forward element is $\langle\varphi,T\varphi\rangle=(1-i)/4$, with imaginary part $-1/4$, and $\|\psi-\varphi\|^2=1/4$. The state $\psi$ has $\|\psi\|^2=3/4$, so it is not normalised although $\varphi$ is.

For a single level with $H_0=\varepsilon$, real $V=v$, $\varphi=1$ and $\eta\neq0$, one has $G_0=1/(i\eta)$, $G=1/(i\eta-v)$ and

$$\psi=\frac{i\eta}{i\eta-v},\qquad T=\frac{i\eta\,v}{i\eta-v},\qquad \operatorname{Im}T=-\frac{\eta\,v^2}{\eta^2+v^2}=-\eta\,|\psi-1|^2 .$$

For $v\neq0$ both $\psi$ and $T$ tend to zero as $\eta\to0$. The same happens to $\psi$ for any finite Hermitian pair when $\varepsilon$ is not an eigenvalue of $H_0+V$, because $G$ then stays bounded while the prefactor $i\eta$ vanishes.

In a program neither inverse has to be formed. One linear solve of $(z-H_0-V)w=V\varphi$ gives $w$, after which $\psi=\varphi+w$ and $T\varphi=V\psi$. When $G_0$ is already known, for instance in the eigenbasis of a Hermitian $H_0$, where it is diagonal, the relation $T=V+VG_0T$ is the linear system $(1-VG_0)T=V$. If $V_{jk}$ vanishes unless both $j$ and $k$ lie in a given subset of the indices, $T=V+VGV$ vanishes outside the same block, and the system reduces to the size of that block.
